# A cell with prescribed in-plane and out-of-plane metrics is largest when the two blocks are orthogonal

In a slab model of a surface, the crystal and the chosen surface periodicity fix the two cell edges that lie in the surface. The third edge crosses the slab and the vacuum; suppose that its length has been chosen, while its tilt is still free. The volume is the in-plane area times the height, so it is largest when the third edge stands upright. The same question can be asked of any two groups of edges: the lengths and angles within each group are fixed, and only the scalar products between the groups may vary.

The answer rests on a determinant inequality for real positive definite matrices. In a plane-wave calculation the number of basis functions at a fixed cutoff grows roughly with the cell volume, so the result bears on the size of such a calculation. For a slab, however, tilting the third edge at fixed length reduces the volume only by lowering the height, which thins the vacuum. The result is purely geometrical and says nothing about energies.

## The metric and its blocks

```lean
import Mathlib

open Matrix

namespace BlockCellVolume

noncomputable section

variable {m n : Type*} [Fintype m] [Fintype n] [DecidableEq m] [DecidableEq n]
```

The finite index types `m` and `n` label the in-plane and out-of-plane edges. For a slab they have two elements and one; the theorems allow any finite numbers.

```lean
/-- The metric of a cell with in-plane metric `P`, out-of-plane metric `R`, and scalar products
`Q` between in-plane and out-of-plane edges. -/
def blockMetric (P : Matrix m m ℝ) (Q : Matrix m n ℝ) (R : Matrix n n ℝ) :
    Matrix (m ⊕ n) (m ⊕ n) ℝ := fromBlocks P Q Qᵀ R
```

With in-plane edges $a_i$ and out-of-plane edges $c_j$, the blocks are $P_{ik}=a_i\cdot a_k$, $Q_{ij}=a_i\cdot c_j$ and $R_{jl}=c_j\cdot c_l$. The definition assembles

$$G=\begin{pmatrix}P&Q\\Q^T&R\end{pmatrix}.$$

The index type `m ⊕ n` lists both groups of edges. Here $G$ is the metric tensor, not a reciprocal lattice vector, and $R$ is a block of it, not a lattice vector.

```lean
/-- The metric of the out-of-plane edges after projection perpendicular to the plane,
for an invertible in-plane metric `P`. -/
def projectedMetric (P : Matrix m m ℝ) (Q : Matrix m n ℝ) (R : Matrix n n ℝ) :
    Matrix n n ℝ := R - Qᵀ * P⁻¹ * Q
```

This is $S=R-Q^TP^{-1}Q$, the Schur complement of $P$. Subtracting from each $c_j$ its component in the plane leaves $c_j-\sum_i a_i(P^{-1}Q)_{ij}$, and $S$ collects the scalar products of these remainders.

```lean
/-- The volume of a cell with positive definite metric `G`, the square root of `det G`. -/
def cellVolume (G : Matrix n n ℝ) : ℝ := Real.sqrt G.det
```

The volume is defined as $\sqrt{\det G}$. Applied to a block, the same function gives that block's own volume: a length for one edge, an area for two.

```lean
/-- If the rows of `A` are the edge vectors, the volume computed from the metric `A Aᵀ`
is `|det A|`. -/
theorem cellVolume_gram (A : Matrix n n ℝ) : cellVolume (A * Aᵀ) = |A.det| := by
  rw [cellVolume, det_mul, det_transpose, Real.sqrt_mul_self_eq_abs]
```

If the rows of a square matrix $A$ are the edge vectors, then $AA^T$ is their metric, and $\det(AA^T)=(\det A)^2$ gives $\sqrt{\det(AA^T)}=|\det A|$. That $|\det A|$ is the volume of the parallelepiped in space is the one step taken from ordinary geometry.

## Splitting off the projected metric

```lean
omit [DecidableEq m] [DecidableEq n] in
/-- The in-plane block of a positive definite metric is positive definite. -/
theorem inPlane_posDef {P : Matrix m m ℝ} {Q : Matrix m n ℝ} {R : Matrix n n ℝ}
    (h : (blockMetric P Q R).PosDef) : P.PosDef := by
  obtain ⟨hs, hpos⟩ := posDef_iff_dotProduct_mulVec.1 h
  refine posDef_iff_dotProduct_mulVec.2 ⟨IsHermitian.ext fun i j => ?_, fun x hx => ?_⟩
  · simpa [blockMetric] using hs.apply (Sum.inl i) (Sum.inl j)
  · have hz : Sum.elim x (0 : n → ℝ) ≠ 0 := fun h0 =>
      hx (funext fun i => by simpa using congrFun h0 (Sum.inl i))
    simpa [blockMetric, fromBlocks_mulVec, dotProduct, Fintype.sum_sum_type] using hpos hz
```

`PosDef` means that the matrix is symmetric and that $z^TGz>0$ for every $z\neq0$. For an in-plane vector $x\ne0$, take $z=(x,0)$, written `Sum.elim x 0` in Lean. Then $z^TGz=x^TPx$, so $P$ is positive definite.

```lean
/-- For a positive definite cell metric the projected out-of-plane metric is positive definite,
and `det G` is the product of the in-plane and projected determinants. -/
theorem projectedMetric_posDef_and_det {P : Matrix m m ℝ} {Q : Matrix m n ℝ}
    {R : Matrix n n ℝ} (h : (blockMetric P Q R).PosDef) :
    (projectedMetric P Q R).PosDef ∧
      (blockMetric P Q R).det = P.det * (projectedMetric P Q R).det := by
  have hP := inPlane_posDef h
  have hu : IsUnit P.det := hP.det_pos.ne'.isUnit
  obtain ⟨hs, hpos⟩ := posDef_iff_dotProduct_mulVec.1 h
  constructor
  · have hPt : Pᵀ = P := by
      simpa [conjTranspose_eq_transpose_of_trivial] using hP.isHermitian.eq
    have hRt : Rᵀ = R := by
      ext i j
      simpa [blockMetric] using hs.apply (Sum.inr i) (Sum.inr j)
    refine posDef_iff_dotProduct_mulVec.2 ⟨?_, fun y hy => ?_⟩
    · rw [IsHermitian, conjTranspose_eq_transpose_of_trivial, projectedMetric]
      simp only [transpose_sub, transpose_mul, transpose_transpose, transpose_nonsing_inv,
        hPt, hRt, Matrix.mul_assoc]
    · -- remove from the out-of-plane vector its component in the plane
      have hz : Sum.elim ((-(P⁻¹ * Q)) *ᵥ y) y ≠ 0 := fun h0 =>
        hy (funext fun i => by simpa using congrFun h0 (Sum.inr i))
      have key : blockMetric P Q R *ᵥ Sum.elim ((-(P⁻¹ * Q)) *ᵥ y) y
          = Sum.elim (0 : m → ℝ) (projectedMetric P Q R *ᵥ y) := by
        rw [blockMetric, fromBlocks_mulVec, Sum.elim_comp_inl, Sum.elim_comp_inr]
        congr 1
        · rw [mulVec_mulVec, Matrix.mul_neg, ← Matrix.mul_assoc, mul_nonsing_inv _ hu,
            Matrix.one_mul, neg_mulVec, neg_add_cancel]
        · rw [mulVec_mulVec, Matrix.mul_neg, ← Matrix.mul_assoc, ← add_mulVec,
            neg_add_eq_sub, projectedMetric]
      have h1 := hpos hz
      rw [key] at h1
      simpa [dotProduct, Fintype.sum_sum_type] using h1
  · let := P.invertibleOfIsUnitDet hu
    rw [blockMetric, det_fromBlocks₁₁, invOf_eq_nonsing_inv, projectedMetric]
```

The matrix $S$ is symmetric because $P$ and $R$ are. For $y\neq0$ put $z=(-P^{-1}Qy,\;y)$. Then

$$Gz=(-Qy+Qy,\;-Q^TP^{-1}Qy+Ry)=(0,\;Sy),$$

so $y^TSy=z^TGz>0$. The step named `key` is this computation. For the determinant, block elimination gives

$$G=\begin{pmatrix}1&0\\Q^TP^{-1}&1\end{pmatrix}\begin{pmatrix}P&Q\\0&S\end{pmatrix},\qquad \det G=\det P\,\det S.$$

Lean takes this from Mathlib's block formula `det_fromBlocks₁₁`. It is "base times height" for determinants.

## Two facts from linear algebra

```lean
omit [DecidableEq m] in
/-- For every real matrix `W`, `det (1 + WᵀW)` is at least `1 + tr WᵀW`. -/
theorem one_add_trace_le_det (W : Matrix m n ℝ) :
    1 + (Wᵀ * W).trace ≤ (1 + Wᵀ * W).det := by
  have hM : (Wᵀ * W).PosSemidef := by
    simpa [conjTranspose_eq_transpose_of_trivial] using posSemidef_conjTranspose_mul_self W
  have hH := hM.isHermitian
  have h0 : ∀ i, 0 ≤ hH.eigenvalues i := fun i => hM.eigenvalues_nonneg i
  have ht : (Wᵀ * W).trace = ∑ i, hH.eigenvalues i := by
    simpa using hH.trace_eq_sum_eigenvalues
  -- the characteristic polynomial at -1 gives the determinant as a product
  have hd : (1 + Wᵀ * W).det = ∏ i, (1 + hH.eigenvalues i) := by
    have h := congrArg (Polynomial.eval (-1)) hH.charpoly_eq
    have e : scalar n (-1 : ℝ) - Wᵀ * W = -(1 + Wᵀ * W) := by
      rw [map_neg, map_one]
      abel
    have e2 : ∏ i, (-1 - hH.eigenvalues i)
        = (-1) ^ Fintype.card n * ∏ i, (1 + hH.eigenvalues i) := by
      rw [← Finset.card_univ, ← Finset.prod_const, ← Finset.prod_mul_distrib]
      exact Finset.prod_congr rfl fun i _ => by ring
    rw [eval_charpoly, e, det_neg, Polynomial.eval_prod] at h
    simp only [Polynomial.eval_sub, Polynomial.eval_X, Polynomial.eval_C,
      RCLike.ofReal_real_eq_id, id_eq] at h
    exact mul_left_cancel₀ (pow_ne_zero _ (by norm_num)) (h.trans e2)
  have hb : ∀ s : Finset n,
      1 + ∑ i ∈ s, hH.eigenvalues i ≤ ∏ i ∈ s, (1 + hH.eigenvalues i) := by
    intro s
    induction s using Finset.induction_on with
    | empty => simp
    | insert a s ha ih =>
      rw [Finset.sum_insert ha, Finset.prod_insert ha]
      have hs := Finset.sum_nonneg fun i (_ : i ∈ s) => h0 i
      nlinarith [mul_le_mul_of_nonneg_left ih (add_nonneg zero_le_one (h0 a)),
        mul_nonneg (h0 a) hs]
  rw [ht, hd]
  exact hb Finset.univ
```

Let $\lambda_i\ge0$ be the eigenvalues of $W^TW$. Then $\operatorname{tr}W^TW=\sum_i\lambda_i$ and $\det(1+W^TW)=\prod_i(1+\lambda_i)$. Lean obtains the product by evaluating the characteristic polynomial at $-1$ and cancelling the common sign.

It remains to show $\prod_i(1+\lambda_i)\ge1+\sum_i\lambda_i$, which `hb` does by induction. If the bound holds for a set $s$ and $a$ is a new index, then

$$(1+\lambda_a)\prod_{i\in s}(1+\lambda_i)\ge(1+\lambda_a)\Big(1+\sum_{i\in s}\lambda_i\Big)\ge1+\lambda_a+\sum_{i\in s}\lambda_i,$$

where the last step discards $\lambda_a\sum_{i\in s}\lambda_i\ge0$.

```lean
/-- A positive definite metric is `BᵀB` for some invertible `B`. -/
theorem exists_factor {A : Matrix n n ℝ} (h : A.PosDef) :
    ∃ B : Matrix n n ℝ, IsUnit B.det ∧ A = Bᵀ * B := by
  have hH := h.isHermitian
  -- diagonalise and take square roots of the eigenvalues
  obtain ⟨V, hV⟩ : ∃ V : Matrix n n ℝ, A = V * diagonal hH.eigenvalues * Vᵀ := by
    refine ⟨(hH.eigenvectorUnitary : Matrix n n ℝ), ?_⟩
    have h1 := hH.spectral_theorem
    rw [Unitary.conjStarAlgAut_apply] at h1
    rw [← conjTranspose_eq_transpose_of_trivial]
    exact h1
  have hd : diagonal hH.eigenvalues = diagonal (fun i => Real.sqrt (hH.eigenvalues i))
      * diagonal (fun i => Real.sqrt (hH.eigenvalues i)) := by
    rw [diagonal_mul_diagonal]
    congr 1
    funext i
    exact (Real.mul_self_sqrt (h.posSemidef.eigenvalues_nonneg i)).symm
  obtain ⟨B, hB⟩ : ∃ B : Matrix n n ℝ, A = Bᵀ * B := by
    refine ⟨diagonal (fun i => Real.sqrt (hH.eigenvalues i)) * Vᵀ, hV.trans ?_⟩
    rw [hd, transpose_mul, transpose_transpose, diagonal_transpose]
    simp only [Matrix.mul_assoc]
  refine ⟨B, isUnit_iff_ne_zero.2 fun h0 => h.det_pos.ne' ?_, hB⟩
  rw [hB, det_mul, h0, mul_zero]
```

Diagonalise $A=V\Lambda V^T$ with $V$ orthogonal and $\Lambda$ the diagonal matrix of eigenvalues, and set $B=\Lambda^{1/2}V^T$. Then $B^TB=A$, and $(\det B)^2=\det A>0$ makes $B$ invertible. Here $A$ is the metric itself, and the columns of $B$ are edge vectors that have it. Every positive definite metric therefore belongs to some cell.

## The determinant inequality

```lean
/-- Fischer's inequality: a positive definite block metric has `det G ≤ det P det R`, with
equality exactly when the blocks are orthogonal, `Q = 0`. -/
theorem fischer {P : Matrix m m ℝ} {Q : Matrix m n ℝ} {R : Matrix n n ℝ}
    (h : (blockMetric P Q R).PosDef) :
    (blockMetric P Q R).det ≤ P.det * R.det ∧
      ((blockMetric P Q R).det = P.det * R.det ↔ Q = 0) := by
  obtain ⟨hS, hG⟩ := projectedMetric_posDef_and_det h
  obtain ⟨L, hL, hPL⟩ := exists_factor (inPlane_posDef h)
  obtain ⟨T, hT, hST⟩ := exists_factor hS
  have hLt : IsUnit (Lᵀ).det := by rwa [det_transpose]
  -- the coupling rescaled by the factors of `P` and of the projected metric
  obtain ⟨W, hW⟩ : ∃ W : Matrix m n ℝ, Q = Lᵀ * W * T := ⟨(Lᵀ)⁻¹ * Q * T⁻¹, by
    rw [← Matrix.mul_assoc, ← Matrix.mul_assoc, mul_nonsing_inv _ hLt, Matrix.one_mul,
      Matrix.mul_assoc, nonsing_inv_mul _ hT, Matrix.mul_one]⟩
  have h1 : L * P⁻¹ * Lᵀ = 1 := by
    rw [hPL, Matrix.mul_inv_rev, ← Matrix.mul_assoc, mul_nonsing_inv _ hL, Matrix.one_mul,
      nonsing_inv_mul _ hLt]
  have hK : Qᵀ * P⁻¹ * Q = Tᵀ * (Wᵀ * W) * T := by
    calc Qᵀ * P⁻¹ * Q = Tᵀ * Wᵀ * (L * P⁻¹ * Lᵀ) * W * T := by
          rw [hW]
          simp only [transpose_mul, transpose_transpose, Matrix.mul_assoc]
      _ = Tᵀ * (Wᵀ * W) * T := by
          rw [h1, Matrix.mul_one]
          simp only [Matrix.mul_assoc]
  have hR : R = Tᵀ * (1 + Wᵀ * W) * T := by
    have h2 : R - Qᵀ * P⁻¹ * Q = Tᵀ * T := hST
    rw [Matrix.mul_add, Matrix.add_mul, Matrix.mul_one, ← hK, ← h2, sub_add_cancel]
  have hdR : R.det = (projectedMetric P Q R).det * (1 + Wᵀ * W).det := by
    have h3 := congrArg det hR
    rw [det_mul, det_mul] at h3
    rw [hST, det_mul, h3]
    ring
  have ha := h.det_pos
  have hprod : P.det * R.det = (blockMetric P Q R).det * (1 + Wᵀ * W).det := by
    rw [hdR, hG]
    ring
  have htr : (Wᵀ * W).trace = ∑ j, ∑ i, W i j ^ 2 := by
    simp [Matrix.trace, Matrix.mul_apply, sq]
  have hin : ∀ j, 0 ≤ ∑ i, W i j ^ 2 := fun j => Finset.sum_nonneg fun i _ => sq_nonneg _
  have ht0 : 0 ≤ (Wᵀ * W).trace := htr ▸ Finset.sum_nonneg fun j _ => hin j
  have hD := one_add_trace_le_det W
  refine ⟨by rw [hprod]; nlinarith, fun he => ?_, fun hQ => ?_⟩
  · -- equality leaves no room for a nonzero trace
    have hD1 : (1 + Wᵀ * W).det = 1 :=
      mul_left_cancel₀ ha.ne' (by rw [← hprod, mul_one, he])
    have hz : ∑ j, ∑ i, W i j ^ 2 = 0 := by linarith
    have hW0 : W = 0 := by
      ext i j
      have hj := (Finset.sum_eq_zero_iff_of_nonneg fun j _ => hin j).1 hz j (Finset.mem_univ j)
      have hi := (Finset.sum_eq_zero_iff_of_nonneg fun i _ => sq_nonneg (W i j)).1 hj i
        (Finset.mem_univ i)
      simpa using hi
    rw [hW, hW0, Matrix.mul_zero, Matrix.zero_mul]
  · rw [hQ, blockMetric, transpose_zero, det_fromBlocks_zero₂₁]
```

For a positive definite $G$, the theorem states that $\det G\le\det P\,\det R$, and that equality holds exactly when $Q=0$. Fischer's inequality also holds for positive definite complex Hermitian matrices; a cell metric is real.

By hand, factor $P=L^TL$ and $S=T^TT$ with $L$ and $T$ invertible. A superscript $T$ still means the transpose, while $T$ on the line is the factor of $S$. Define $W=(L^T)^{-1}QT^{-1}$, so that $Q=L^TWT$. Since $LP^{-1}L^T=1$,

$$Q^TP^{-1}Q=T^TW^T(LP^{-1}L^T)WT=T^TW^TWT,$$

which is `hK`. Adding $S=T^TT$ gives `hR`:

$$R=T^T(1+W^TW)T.$$

Hence $\det R=\det S\,\det(1+W^TW)$. Multiplying by $\det P$ and using $\det G=\det P\,\det S$ gives `hprod`:

$$\det P\,\det R=\det G\,\det(1+W^TW)\ge\det G\,(1+\operatorname{tr}W^TW)\ge\det G.$$

The last step uses $\operatorname{tr}W^TW=\sum_{ij}W_{ij}^2\ge0$.

If equality holds, dividing by $\det G>0$ leaves $\det(1+W^TW)=1$. The trace must then vanish, so every $W_{ij}$ is zero and $Q=L^TWT=0$. Conversely, $Q=0$ makes $G$ block diagonal, with determinant $\det P\,\det R$.

For one edge in each group, at an angle $\theta$, the positive choices of $L$ and $T$ give $W=\cot\theta$, and $1+W^2=1/\sin^2\theta$ is the squared ratio of the upright cell's volume to the tilted one's.

## The largest volume

```lean
/-- Among all cells with prescribed positive definite in-plane and out-of-plane metrics, the
largest volume is the product of the two block volumes, and only `Q = 0` attains it. -/
theorem largest_cell {P : Matrix m m ℝ} {R : Matrix n n ℝ} (hP : P.PosDef) (hR : R.PosDef) :
    IsGreatest {V | ∃ Q, (blockMetric P Q R).PosDef ∧ V = cellVolume (blockMetric P Q R)}
      (cellVolume P * cellVolume R) ∧
    ∀ Q, (blockMetric P Q R).PosDef →
      (cellVolume (blockMetric P Q R) = cellVolume P * cellVolume R ↔ Q = 0) := by
  have hv : cellVolume P * cellVolume R = Real.sqrt (P.det * R.det) :=
    (Real.sqrt_mul hP.det_pos.le _).symm
  have heq : ∀ Q, (blockMetric P Q R).PosDef →
      (cellVolume (blockMetric P Q R) = cellVolume P * cellVolume R ↔ Q = 0) := by
    intro Q h
    rw [hv, cellVolume, Real.sqrt_inj h.det_pos.le (mul_pos hP.det_pos hR.det_pos).le]
    exact (fischer h).2
  -- the orthogonal cell is admissible
  have h0 : (blockMetric P 0 R).PosDef := by
    refine posDef_iff_dotProduct_mulVec.2 ⟨?_, fun x hx => ?_⟩
    · rw [IsHermitian, blockMetric, fromBlocks_conjTranspose, hP.isHermitian.eq,
        hR.isHermitian.eq]
      simp
    · have e : star x ⬝ᵥ blockMetric P 0 R *ᵥ x
          = star (x ∘ Sum.inl) ⬝ᵥ P *ᵥ (x ∘ Sum.inl)
            + star (x ∘ Sum.inr) ⬝ᵥ R *ᵥ (x ∘ Sum.inr) := by
        simp [blockMetric, fromBlocks_mulVec, dotProduct, Fintype.sum_sum_type]
      rw [e]
      by_cases hu : x ∘ Sum.inl = 0
      · have hw : x ∘ Sum.inr ≠ 0 := fun hw => hx (funext fun i => by
          cases i with
          | inl i => exact congrFun hu i
          | inr i => exact congrFun hw i)
        exact add_pos_of_nonneg_of_pos (hP.posSemidef.dotProduct_mulVec_nonneg _)
          (hR.dotProduct_mulVec_pos hw)
      · exact add_pos_of_pos_of_nonneg (hP.dotProduct_mulVec_pos hu)
          (hR.posSemidef.dotProduct_mulVec_nonneg _)
  refine ⟨⟨⟨0, h0, ((heq 0 h0).2 rfl).symm⟩, ?_⟩, heq⟩
  rintro V ⟨Q, h, rfl⟩
  rw [hv]
  exact Real.sqrt_le_sqrt (fischer h).1

end

end BlockCellVolume
```

Now $P$ and $R$ are given and positive definite, and $Q$ ranges over all matrices that make $G$ positive definite. This condition says that the edges are linearly independent and span a genuine cell. `IsGreatest` says that $\sqrt{\det P}\,\sqrt{\det R}$ is one of the volumes reached and that none exceeds it. The second part says that an admissible cell reaches this value exactly when $Q=0$.

The upper bound is the square root of the previous theorem. To see that it is reached, `h0` checks that $Q=0$ is admissible: for $z=(u,v)\neq0$,

$$z^TGz=u^TPu+v^TRv>0,$$

because at least one of $u$ and $v$ is nonzero. The case split in Lean asks whether $u$ vanishes.

```lean
#print axioms BlockCellVolume.cellVolume_gram
#print axioms BlockCellVolume.largest_cell
```

```
'BlockCellVolume.cellVolume_gram' depends on axioms: [propext, Classical.choice, Quot.sound]
'BlockCellVolume.largest_cell' depends on axioms: [propext, Classical.choice, Quot.sound]
```

## Collapsed cells and explicit edge vectors

Positive semidefiniteness of $G$ is not enough for the equality condition. Take two coinciding in-plane edges of unit length and a third unit edge at $60^\circ$ to them:

$$P=\begin{pmatrix}1&1\\1&1\end{pmatrix},\qquad Q=\begin{pmatrix}1/2\\1/2\end{pmatrix},\qquad R=(1).$$

The cell has collapsed, so $\det G=0=\det P\,\det R$, yet $Q\neq0$.

The statement could also have been modelled with the edge vectors as data. Positive definiteness would then be replaced by linear independence of the edges, and $Q=0$ by the orthogonality of every in-plane edge to every out-of-plane edge. That version would keep the orientation of the cell in space, which the metric discards and the volume does not need.
